# A ring of three coupled sites between two leads has a transmission zero exactly when sin p = 0

When a transmission curve is computed on an energy grid, a deep minimum may be an exact zero or a small positive value, and the sampled values alone may not show which. For a non-interacting ring of three sites, with all three couplings nonzero and leads of constant broadening on two of the sites, the phase \(p\) of the product of the couplings around the ring settles it: there is a zero at some real energy if and only if \(\sin p=0\).

```lean
import Mathlib

open Matrix

namespace FluxAntiresonance

noncomputable section
```

## The ring and its leads

Number the sites 0, 1, 2, as Lean does. The sites have real energies \(\varepsilon_0,\varepsilon_1,\varepsilon_2\). The path through the middle site 1 has couplings \(a\) and \(b\), and the direct coupling between sites 0 and 2 has magnitude \(d\) and phase \(p\). The leads broaden sites 0 and 2 by \(\gamma_L\) and \(\gamma_R\).

The structure stores these as real numbers without sign conditions. Positivity enters later, as a hypothesis of each theorem that needs it.

```lean
/-- Real parameters of a three-site ring: site energies `ε`, couplings `a`, `b`, `d`,
phase `p` of the direct coupling, and broadenings `γL`, `γR` from the two leads. -/
structure Triangle where
  ε : Fin 3 → ℝ
  a : ℝ
  b : ℝ
  d : ℝ
  p : ℝ
  γL : ℝ
  γR : ℝ
```

A magnetic flux through the ring gives the product of couplings around the loop a phase. A choice of phases for the site orbitals makes \(a\) and \(b\) positive and places the whole loop phase on the direct coupling, as the factor \(e^{ip}\).

```lean
/-- The phase factor `exp(ip)` of the direct coupling. -/
def Triangle.phase (J : Triangle) : ℂ := Complex.exp (J.p * Complex.I)
```

The isolated ring then has the Hamiltonian

\[
H=\begin{pmatrix}\varepsilon_0&a&d e^{ip}\\ a&\varepsilon_1&b\\ d e^{-ip}&b&\varepsilon_2\end{pmatrix}.
\]

```lean
/-- The Hamiltonian of the isolated ring. -/
def Triangle.hamiltonian (J : Triangle) : Matrix (Fin 3) (Fin 3) ℂ :=
  !![(J.ε 0 : ℂ), (J.a : ℂ), J.d * J.phase;
     (J.a : ℂ), (J.ε 1 : ℂ), (J.b : ℂ);
     J.d * (starRingEnd ℂ) J.phase, (J.b : ℂ), (J.ε 2 : ℂ)]
```

Each lead touches one site and is treated in the wide-band approximation: its self-energy is a constant, purely imaginary number that represents the escape of electrons into the lead,

\[
\Sigma=\operatorname{diag}\left(-\tfrac{i\gamma_L}{2},\,0,\,-\tfrac{i\gamma_R}{2}\right).
\]

This form is assumed, not derived from a lead Hamiltonian. Energy-dependent self-energies and leads that touch several sites are not covered.

```lean
/-- The self-energy of the two leads, attached to the first and the third site. -/
def Triangle.selfEnergy (J : Triangle) : Matrix (Fin 3) (Fin 3) ℂ :=
  !![-(Complex.I * ((J.γL / 2 : ℝ) : ℂ)), 0, 0;
     0, 0, 0;
     0, 0, -(Complex.I * ((J.γR / 2 : ℝ) : ℂ))]
```

At real energy \(E\), write \(K(E)=E-H-\Sigma\).

```lean
/-- The matrix `E - H - Σ` at real energy `E`. -/
def Triangle.kernel (J : Triangle) (E : ℝ) : Matrix (Fin 3) (Fin 3) ℂ :=
  (E : ℂ) • (1 : Matrix (Fin 3) (Fin 3) ℂ) - J.hamiltonian - J.selfEnergy
```

The retarded Green function is \(G(E)=K(E)^{-1}\). Lean assigns the zero matrix as the inverse of a singular matrix, which would produce spurious transmission zeros, so invertibility has to be proved before a vanishing entry means anything.

```lean
/-- The retarded Green function, the inverse of `E - H - Σ`. -/
def Triangle.green (J : Triangle) (E : ℝ) : Matrix (Fin 3) (Fin 3) ℂ := (J.kernel E)⁻¹
```

The transmission is defined by the usual expression for two single-site contacts,

\[
T(E)=\gamma_L\gamma_R\,|G_{02}(E)|^2 .
\]

```lean
/-- The transmission `γL γR |G 0 2|²` between the leads. -/
def Triangle.transmission (J : Triangle) (E : ℝ) : ℝ :=
  J.γL * J.γR * Complex.normSq (J.green E 0 2)
```

The numerator of \(G_{02}\) will turn out to be a sum of two contributions, one from the path through site 1 and one from the direct coupling:

\[
S(E)=ab+d e^{ip}(E-\varepsilon_1).
\]

```lean
/-- The sum of the contribution through the middle site and that of the direct coupling. -/
def Triangle.pathSum (J : Triangle) (E : ℝ) : ℂ :=
  J.a * J.b + J.d * J.phase * ((E - J.ε 1 : ℝ) : ℂ)
```

The matrix \(H\) equals its conjugate transpose, because its diagonal is real and its (0,2) and (2,0) entries are conjugates. Lean checks the nine entries one by one.

```lean
/-- The Hamiltonian of the isolated ring is Hermitian. -/
theorem hamiltonian_isHermitian (J : Triangle) : J.hamiltonian.IsHermitian := by
  apply Matrix.IsHermitian.ext
  intro i j
  fin_cases i <;> fin_cases j <;> simp [Triangle.hamiltonian]
```

## No singularity at real energy

Subtracting \(H\) and \(\Sigma\) from \(E\) gives

\[
K=\begin{pmatrix}E-\varepsilon_0+\tfrac{i\gamma_L}{2}&-a&-d e^{ip}\\ -a&E-\varepsilon_1&-b\\ -d e^{-ip}&-b&E-\varepsilon_2+\tfrac{i\gamma_R}{2}\end{pmatrix}.
\]

```lean
/-- The entries of `E - H - Σ` written out. -/
theorem kernel_eq (J : Triangle) (E : ℝ) : J.kernel E =
    !![((E - J.ε 0 : ℝ) : ℂ) + Complex.I * ((J.γL / 2 : ℝ) : ℂ), -(J.a : ℂ),
        -(J.d * J.phase);
       -(J.a : ℂ), ((E - J.ε 1 : ℝ) : ℂ), -(J.b : ℂ);
       -(J.d * (starRingEnd ℂ) J.phase), -(J.b : ℂ),
        ((E - J.ε 2 : ℝ) : ℂ) + Complex.I * ((J.γR / 2 : ℝ) : ℂ)] := by
  ext i j
  fin_cases i <;> fin_cases j <;>
    simp [Triangle.kernel, Triangle.hamiltonian, Triangle.selfEnergy]
```

Suppose \(Kv=0\). The Hermitian part \(E-H\) contributes only a real number to \(v^\dagger Kv\), so the imaginary part is

\[
0=\operatorname{Im}\,v^\dagger Kv=\tfrac{\gamma_L}{2}|v_0|^2+\tfrac{\gamma_R}{2}|v_2|^2 .
\]

With both broadenings positive, \(v_0=v_2=0\). Row 0 of \(Kv=0\) then reads \(-a v_1=0\), and \(a>0\) gives \(v_1=0\). Hence \(K\) has no nonzero null vector and \(\det K\neq0\). Some coupling to site 1 is needed: with \(a=b=0\) that site is isolated and \(K\) is singular at \(E=\varepsilon_1\).

In the Lean proof, a vanishing determinant supplies a nonzero `v`. The three rows are split into real and imaginary parts, and the `linear_combination` that proves `q` assembles \(\operatorname{Im}\,v^\dagger Kv\) from them. The facts `z0`, `z2` and `z1` are the three vanishing amplitudes.

```lean
/-- With both leads attached and the first two sites coupled, `E - H - Σ` has nonzero
determinant at every real energy. -/
theorem det_kernel_ne_zero (J : Triangle) (E : ℝ) (ha : 0 < J.a)
    (hL : 0 < J.γL) (hR : 0 < J.γR) : (J.kernel E).det ≠ 0 := by
  intro h
  obtain ⟨v, hv, hK⟩ := Matrix.exists_mulVec_eq_zero_iff.mpr h
  rw [kernel_eq] at hK
  have h0 : (((E - J.ε 0 : ℝ) : ℂ) + Complex.I * ((J.γL / 2 : ℝ) : ℂ)) * v 0
      + -(J.a : ℂ) * v 1 + -(J.d * J.phase) * v 2 = 0 := by
    simpa [Matrix.mulVec, dotProduct, Fin.sum_univ_three] using congrFun hK 0
  have h1 : -(J.a : ℂ) * v 0 + ((E - J.ε 1 : ℝ) : ℂ) * v 1 + -(J.b : ℂ) * v 2 = 0 := by
    simpa [Matrix.mulVec, dotProduct, Fin.sum_univ_three] using congrFun hK 1
  have h2 : -(J.d * (starRingEnd ℂ) J.phase) * v 0 + -(J.b : ℂ) * v 1
      + (((E - J.ε 2 : ℝ) : ℂ) + Complex.I * ((J.γR / 2 : ℝ) : ℂ)) * v 2 = 0 := by
    simpa [Matrix.mulVec, dotProduct, Fin.sum_univ_three] using congrFun hK 2
  have r0 := congrArg Complex.re h0
  have i0 := congrArg Complex.im h0
  have r1 := congrArg Complex.re h1
  have i1 := congrArg Complex.im h1
  have r2 := congrArg Complex.re h2
  have i2 := congrArg Complex.im h2
  simp only [Complex.add_re, Complex.add_im, Complex.neg_re, Complex.neg_im,
    Complex.mul_re, Complex.mul_im, Complex.ofReal_re, Complex.ofReal_im, Complex.I_re,
    Complex.I_im, Complex.conj_re, Complex.conj_im, Complex.zero_re, Complex.zero_im]
    at r0 i0 r1 i1 r2 i2
  -- the imaginary part of the quadratic form contains only the loss into the leads
  have q : J.γL / 2 * Complex.normSq (v 0) + J.γR / 2 * Complex.normSq (v 2) = 0 := by
    simp only [Complex.normSq_apply]
    linear_combination (v 0).re * i0 - (v 0).im * r0 + (v 1).re * i1 - (v 1).im * r1
      + (v 2).re * i2 - (v 2).im * r2
  have A := mul_nonneg (half_pos hL).le (Complex.normSq_nonneg (v 0))
  have B := mul_nonneg (half_pos hR).le (Complex.normSq_nonneg (v 2))
  have A0 : J.γL / 2 * Complex.normSq (v 0) = 0 := by linarith
  have B0 : J.γR / 2 * Complex.normSq (v 2) = 0 := by linarith
  have z0 : v 0 = 0 :=
    Complex.normSq_eq_zero.mp ((mul_eq_zero.mp A0).resolve_left (half_pos hL).ne')
  have z2 : v 2 = 0 :=
    Complex.normSq_eq_zero.mp ((mul_eq_zero.mp B0).resolve_left (half_pos hR).ne')
  -- the first row then removes the amplitude on the middle site
  have m : (J.a : ℂ) * v 1 = 0 := by
    rw [z0, z2] at h0
    linear_combination -h0
  have z1 : v 1 = 0 := (mul_eq_zero.mp m).resolve_left (Complex.ofReal_ne_zero.mpr ha.ne')
  apply hv
  funext i
  fin_cases i
  exacts [z0, z1, z2]
```

## Two paths in one cofactor

By the cofactor formula, \(\det K\cdot G_{02}\) is the (0,2) entry of the adjugate:

\[
\det K\; G_{02}=K_{01}K_{12}-K_{02}K_{11}=(-a)(-b)+d e^{ip}(E-\varepsilon_1)=S(E).
\]

Lean writes the inverse as the adjugate divided by the determinant, cancels the determinant by the previous result, and expands the \(3\times3\) adjugate.

```lean
/-- The Green function between the contacted sites, times the determinant of `E - H - Σ`,
is the sum of the two path contributions. -/
theorem det_mul_green (J : Triangle) (E : ℝ) (ha : 0 < J.a)
    (hL : 0 < J.γL) (hR : 0 < J.γR) :
    (J.kernel E).det * J.green E 0 2 = J.pathSum E := by
  have hu : IsUnit (J.kernel E).det := (det_kernel_ne_zero J E ha hL hR).isUnit
  rw [Triangle.green, Matrix.inv_def, Matrix.smul_apply, smul_eq_mul, ← mul_assoc,
    Ring.mul_inverse_cancel _ hu, one_mul, Matrix.adjugate_fin_three, kernel_eq]
  simp [Triangle.pathSum]
```

Put \(x=E-\varepsilon_1\). Then

\[
\begin{aligned}
|S|^2&=(ab+dx\cos p)^2+(dx\sin p)^2\\
&=a^2b^2+2abdx\cos p+d^2x^2\\
&=(ab\sin p)^2+(dx+ab\cos p)^2 .
\end{aligned}
\]

The first square does not depend on energy. Both regroupings use \(\sin^2p+\cos^2p=1\), which is the identity passed to `linear_combination`.

```lean
/-- The squared modulus of the path sum is a sum of two squares, the first of which does
not depend on energy. -/
theorem normSq_pathSum (J : Triangle) (E : ℝ) :
    Complex.normSq (J.pathSum E) = (J.a * J.b * Real.sin J.p) ^ 2
      + (J.d * (E - J.ε 1) + J.a * J.b * Real.cos J.p) ^ 2 := by
  simp only [Triangle.pathSum, Triangle.phase, Complex.normSq_apply, Complex.add_re,
    Complex.add_im, Complex.mul_re, Complex.mul_im, Complex.ofReal_re, Complex.ofReal_im,
    Complex.exp_ofReal_mul_I_re, Complex.exp_ofReal_mul_I_im]
  linear_combination (J.d ^ 2 * (E - J.ε 1) ^ 2 - J.a ^ 2 * J.b ^ 2)
    * Real.sin_sq_add_cos_sq J.p
```

Taking squared moduli in \(\det K\;G_{02}=S\) and dividing by \(|\det K|^2\) gives

\[
T(E)=\gamma_L\gamma_R\,\frac{(ab\sin p)^2+\bigl(d(E-\varepsilon_1)+ab\cos p\bigr)^2}{|\det K(E)|^2}.
\]

```lean
/-- The transmission at real energy `E` in closed form. -/
theorem transmission_eq (J : Triangle) (E : ℝ) (ha : 0 < J.a)
    (hL : 0 < J.γL) (hR : 0 < J.γR) :
    J.transmission E = J.γL * J.γR * ((J.a * J.b * Real.sin J.p) ^ 2
      + (J.d * (E - J.ε 1) + J.a * J.b * Real.cos J.p) ^ 2)
      / Complex.normSq (J.kernel E).det := by
  have hn : Complex.normSq (J.kernel E).det ≠ 0 := fun h =>
    det_kernel_ne_zero J E ha hL hR (Complex.normSq_eq_zero.mp h)
  have g := congrArg Complex.normSq (det_mul_green J E ha hL hR)
  rw [Complex.normSq_mul, normSq_pathSum] at g
  rw [Triangle.transmission, eq_div_iff hn]
  linear_combination J.γL * J.γR * g
```

For a numerical instance, take \(a=b=d=1\), all site energies zero and \(\gamma_L=\gamma_R=2\), and look at \(E=-1\). With \(p=0\) the numerator is \(4\,(0+(-1+1)^2)=0\), while \(\det K=1\), so \(T(-1)=0\). With \(p=\pi/2\) the numerator is \(4\,(1+1)=8\) and \(\det K=3\), so \(T(-1)=8/9\). A quarter of the flux quantum \(h/e\) turns the zero into nearly full transmission.

## Where the zero sits

Since \(\det K\neq0\), \(G_{02}(E)=0\) exactly when \(S(E)=0\), and a sum of two real squares vanishes only if both do. With \(a,b,d>0\) this means

\[
\sin p=0\quad\text{and}\quad E=\varepsilon_1-\frac{ab\cos p}{d}.
\]

In the forward direction of the Lean proof, `s1` and `s2` say that the two quantities being squared are zero. In the reverse direction the two conditions make \(|S|^2\), and therefore \(G_{02}\), zero.

```lean
/-- The Green function between the contacted sites vanishes at `E` exactly when `sin p = 0` and `E =
ε 1 - a b cos p / d`. -/
theorem green_eq_zero_iff (J : Triangle) (E : ℝ) (ha : 0 < J.a) (hb : 0 < J.b)
    (hd : 0 < J.d) (hL : 0 < J.γL) (hR : 0 < J.γR) :
    J.green E 0 2 = 0 ↔
      Real.sin J.p = 0 ∧ E = J.ε 1 - J.a * J.b * Real.cos J.p / J.d := by
  have g := det_mul_green J E ha hL hR
  have n := normSq_pathSum J E
  constructor
  · intro h
    rw [h, mul_zero] at g
    rw [← g, map_zero] at n
    -- both squares must vanish separately
    have p1 := sq_nonneg (J.a * J.b * Real.sin J.p)
    have p2 := sq_nonneg (J.d * (E - J.ε 1) + J.a * J.b * Real.cos J.p)
    have s1 : J.a * J.b * Real.sin J.p = 0 :=
      (pow_eq_zero_iff two_ne_zero).mp (by linarith)
    have s2 : J.d * (E - J.ε 1) + J.a * J.b * Real.cos J.p = 0 :=
      (pow_eq_zero_iff two_ne_zero).mp (by linarith)
    refine ⟨(mul_eq_zero.mp s1).resolve_left (mul_pos ha hb).ne', ?_⟩
    have e : J.a * J.b * Real.cos J.p / J.d = J.ε 1 - E := by
      rw [div_eq_iff hd.ne']
      linear_combination s2
    linarith
  · rintro ⟨s, hE⟩
    have e : J.d * (J.a * J.b * Real.cos J.p / J.d) = J.a * J.b * Real.cos J.p := by
      field_simp
    have s2 : J.d * (E - J.ε 1) + J.a * J.b * Real.cos J.p = 0 := by
      linear_combination J.d * hE - e
    have z : J.pathSum E = 0 := by
      apply Complex.normSq_eq_zero.mp
      rw [n, s, s2]
      ring
    rw [z] at g
    exact (mul_eq_zero.mp g).resolve_left (det_kernel_ne_zero J E ha hL hR)
```

As \(d\to0\) with \(\sin p=0\), the zero moves off to infinite energy. At \(d=0\) the numerator \(S=ab\) never vanishes, whatever the phase, which is why the equivalence needs the direct coupling.

## The phase criterion

If \(G_{02}\) vanishes at some real energy, the previous result gives \(\sin p=0\). Conversely, if \(\sin p=0\), the energy \(\varepsilon_1-ab\cos p/d\) is a zero. Together with invertibility this yields, for \(a,b,d,\gamma_L,\gamma_R>0\),

\[
K(E)\text{ is invertible for all real }E,\qquad \bigl(\exists E\in\mathbb R:\ (K(E)^{-1})_{02}=0\bigr)\iff\sin p=0 .
\]

In the Lean statement, `IsUnit (J.kernel E)` is invertibility of the matrix, and the existential ranges over real `E` only. The site energies are arbitrary and the broadenings may differ; equal broadenings are a special case.

```lean
/-- `E - H - Σ` is invertible at every real energy, and its inverse has a vanishing entry
between the contacted sites at some real energy exactly when `sin p = 0`. -/
theorem antiresonance_iff_sin_eq_zero (J : Triangle) (ha : 0 < J.a) (hb : 0 < J.b)
    (hd : 0 < J.d) (hL : 0 < J.γL) (hR : 0 < J.γR) :
    (∀ E : ℝ, IsUnit (J.kernel E)) ∧
      ((∃ E : ℝ, (J.kernel E)⁻¹ 0 2 = 0) ↔ Real.sin J.p = 0) := by
  refine ⟨fun E => (Matrix.isUnit_iff_isUnit_det _).mpr
    (det_kernel_ne_zero J E ha hL hR).isUnit, ?_, ?_⟩
  · rintro ⟨E, h⟩
    exact ((green_eq_zero_iff J E ha hb hd hL hR).mp h).1
  · intro s
    exact ⟨_, (green_eq_zero_iff J _ ha hb hd hL hR).mpr ⟨s, rfl⟩⟩
```

Because \(\gamma_L\gamma_R>0\), \(T(E)\) is zero when \(G_{02}(E)\) is and positive otherwise. Therefore

\[
T(E)>0\ \text{ for all real }E\iff\sin p\neq0 .
\]

Positive does not mean large: at \(E=\varepsilon_1-ab\cos p/d\) the closed formula leaves \(\gamma_L\gamma_R(ab\sin p)^2/|\det K|^2\), which is small when \(p\) is close to a multiple of \(\pi\). On a grid such a small value can look like a zero.

```lean
/-- The transmission is positive at all real energies exactly when `sin p ≠ 0`. -/
theorem transmission_pos_iff (J : Triangle) (ha : 0 < J.a) (hb : 0 < J.b)
    (hd : 0 < J.d) (hL : 0 < J.γL) (hR : 0 < J.γR) :
    (∀ E : ℝ, 0 < J.transmission E) ↔ Real.sin J.p ≠ 0 := by
  constructor
  · intro h s
    obtain ⟨E, hE⟩ := (antiresonance_iff_sin_eq_zero J ha hb hd hL hR).2.mpr s
    have hG : J.green E 0 2 = 0 := hE
    have hT := h E
    rw [Triangle.transmission, hG, map_zero, mul_zero] at hT
    exact lt_irrefl _ hT
  · intro s E
    exact mul_pos (mul_pos hL hR) (Complex.normSq_pos.mpr fun h =>
      s ((green_eq_zero_iff J E ha hb hd hL hR).mp h).1)

end

end FluxAntiresonance
```

```lean
#print axioms FluxAntiresonance.hamiltonian_isHermitian
#print axioms FluxAntiresonance.transmission_eq
#print axioms FluxAntiresonance.antiresonance_iff_sin_eq_zero
#print axioms FluxAntiresonance.transmission_pos_iff
```

```
'FluxAntiresonance.hamiltonian_isHermitian' depends on axioms: [propext, Classical.choice, Quot.sound]
'FluxAntiresonance.transmission_eq' depends on axioms: [propext, Classical.choice, Quot.sound]
'FluxAntiresonance.antiresonance_iff_sin_eq_zero' depends on axioms: [propext, Classical.choice, Quot.sound]
'FluxAntiresonance.transmission_pos_iff' depends on axioms: [propext, Classical.choice, Quot.sound]
```
